# For $n\times n$ matrices, $\|[X,P]-i\hbar\,\mathbb 1\|^2 = n\hbar^2+\|[X,P]\|^2$ in the Frobenius norm

## What should the commutator check give in a finite basis?

After building the matrices $X$ and $P$ of position and momentum in a finite orthonormal basis, I check them by forming $[X,P]=XP-PX$, subtracting $i\hbar\,\mathbb 1$ and looking at the size of the remainder. To read that number I need to know how small it can be when the matrices are correct.

My claim is that with $n$ basis states the sum of the squared moduli of the remainder's elements is $n\hbar^2+\|[X,P]\|^2$. It would then never fall below $n\hbar^2$, and it would reach that value only when $X$ and $P$ commute. Can this be made rigorous and machine-checked, preferably with an example where the remainder is known exactly?

## The zero trace of a commutator fixes the remainder

Yes. Write $\|A\|^2=\sum_{ij}|A_{ij}|^2$, and let $C$ be any $n\times n$ matrix and $c$ a complex number. Subtracting $c\,\mathbb 1$ changes only the diagonal elements, and for each of them

$$|C_{ii}-c|^2=|C_{ii}|^2+|c|^2-2\,\mathrm{Re}(\bar c\,C_{ii}).$$

Adding the unchanged off-diagonal terms gives

$$\|C-c\,\mathbb 1\|^2=\|C\|^2+n|c|^2-2\,\mathrm{Re}(\bar c\,\mathrm{tr}\,C).$$

Now take $C=[X,P]$ and $c=i\hbar$. Since $\mathrm{tr}(XP)=\sum_{ij}X_{ij}P_{ji}=\mathrm{tr}(PX)$, the trace of $C$ is zero and the last term vanishes. With $|c|^2=\hbar^2$ this is the claimed identity. The term $\|[X,P]\|^2$ is a sum of squares, so it is non-negative, and it is zero only if every element of $[X,P]$ is zero.

The trace also says something about single states. Let $D=[X,P]-i\hbar\,\mathbb 1$. Then $\sum_k D_{kk}=-i\hbar n$, so $\sum_k|D_{kk}|\ge n|\hbar|$. If $n\ge1$, the moduli $|D_{kk}|$ cannot all be smaller than $|\hbar|$.

This bears on sum rules: in a finite orthonormal one-particle basis, the relation $\sum_l (X_{kl}P_{lk}-P_{kl}X_{lk})=i\hbar$ must fail by at least $|\hbar|$ for some basis state $k$.

## In the truncated oscillator the top level carries the whole defect

Keep the harmonic oscillator levels $0,\dots,m$, so that $n=m+1$, and set $\hbar$, mass and frequency to one. The lowering matrix $a$ has elements $a_{k,k+1}=\sqrt{k+1}$ and zeros elsewhere. Let

$$X=\frac{a+a^\dagger}{\sqrt2},\qquad P=-\frac{i\,(a-a^\dagger)}{\sqrt2}.$$

Both are Hermitian. Because $[a+a^\dagger,a-a^\dagger]=-2[a,a^\dagger]$, we get $[X,P]=i[a,a^\dagger]$.

Each row and each column of $a$ has at most one nonzero element, so both products are diagonal. At level $k$ the diagonal element of $a^\dagger a$ is $k$. That of $aa^\dagger$ is $k+1$ for $k<m$, but $0$ for $k=m$, because the level above has been removed. Hence $[a,a^\dagger]$ has diagonal elements $1$ below the top and $-m$ at the top. Subtracting $i\,\mathbb 1$ from $[X,P]$ leaves a single element, $-im-i=-i(m+1)$, at the top level.

The squared defect is therefore $(m+1)^2$, against the general bound $m+1$. The two agree at $m=0$, where $X=P=0$. Enlarging this basis makes the total defect grow, while the diagonal elements below the top level stay exact.

## What the Lean statements say

The index type `n` is any finite set of basis labels, and `Fintype.card n` is their number. `frobSq` is the squared Frobenius norm, `comm X P` is $XP-PX$, and `defect ħ X P` is $D$.

- `frobSq_defect` is the identity.
- `defect_bound` contains the lower bound and the equality condition, with `Commute X P` meaning $XP=PX$.
- `exists_state_defect` is the statement about one diagonal element; `[Nonempty n]` requires at least one state.
- `osc_isHermitian`, `osc_defect` and `frobSq_osc_defect` treat the oscillator, with levels labelled by `Fin (m + 1)` and the top one written `Fin.last m`.

The general theorems hold for all complex matrices and every real `ħ`. Hermitian $X$ and $P$ with $\hbar=1$ are a special case.

The identity matrix represents the unit operator with overlap matrix $\mathbb 1$, hence the orthonormal basis. The commutator is that of the finite matrices, not the exact operator commutator projected onto the basis. Unbounded operators on an infinite-dimensional space and convergence with basis size are not treated.

```lean
import Mathlib

open Matrix ComplexConjugate

namespace FiniteBasisCanonicalDefect

noncomputable section

variable {n : Type*} [Fintype n] [DecidableEq n]

/-- The squared Frobenius norm: the sum of the squared moduli of all matrix elements. -/
def frobSq (A : Matrix n n ℂ) : ℝ := ∑ i, ∑ j, ‖A i j‖ ^ 2

/-- The commutator of two matrices. -/
def comm (X P : Matrix n n ℂ) : Matrix n n ℂ := X * P - P * X

/-- The canonical defect: the commutator of `X` and `P` minus `iħ` times the identity. -/
def defect (ħ : ℝ) (X P : Matrix n n ℂ) : Matrix n n ℂ :=
  comm X P - (Complex.I * (ħ : ℂ)) • (1 : Matrix n n ℂ)

/-- The squared Frobenius distance from a matrix to a multiple of the identity,
expressed through the trace of the matrix. -/
theorem frobSq_sub_smul_one (C : Matrix n n ℂ) (c : ℂ) :
    frobSq (C - c • (1 : Matrix n n ℂ)) =
      frobSq C + Fintype.card n * ‖c‖ ^ 2 - 2 * (conj c * C.trace).re := by
  have hz (z : ℂ) : ‖z - c‖ ^ 2 = ‖z‖ ^ 2 + (‖c‖ ^ 2 - 2 * (conj c * z).re) := by
    simp only [Complex.sq_norm, Complex.normSq_apply, Complex.sub_re, Complex.sub_im,
      Complex.mul_re, Complex.conj_re, Complex.conj_im]
    ring
  -- only diagonal elements feel the subtraction
  have hp (i j : n) : ‖(C - c • (1 : Matrix n n ℂ)) i j‖ ^ 2 =
      ‖C i j‖ ^ 2 + if i = j then ‖c‖ ^ 2 - 2 * (conj c * C i i).re else 0 := by
    by_cases h : i = j
    · subst h
      simpa using hz (C i i)
    · simp [h]
  have ht : (conj c * C.trace).re = ∑ i, (conj c * C i i).re := by
    rw [Matrix.trace, Finset.mul_sum, Complex.re_sum]
    rfl
  simp only [frobSq, hp, Finset.sum_add_distrib, Finset.sum_ite_eq, Finset.mem_univ,
    if_true, Finset.sum_sub_distrib, Finset.sum_const, Finset.card_univ, nsmul_eq_mul,
    ← Finset.mul_sum, ht]
  ring

omit [DecidableEq n] in
/-- The commutator of two finite matrices has zero trace. -/
theorem trace_comm (X P : Matrix n n ℂ) : (comm X P).trace = 0 := by
  rw [comm, Matrix.trace_sub, Matrix.trace_mul_comm, sub_self]

omit [DecidableEq n] in
/-- The squared Frobenius norm vanishes only for the zero matrix. -/
theorem frobSq_eq_zero (A : Matrix n n ℂ) : frobSq A = 0 ↔ A = 0 := by
  constructor
  · intro h
    ext i j
    have h1 := (Finset.sum_eq_zero_iff_of_nonneg
      (fun i _ => Finset.sum_nonneg fun j _ => sq_nonneg ‖A i j‖)).1 h i (Finset.mem_univ i)
    have h2 := (Finset.sum_eq_zero_iff_of_nonneg
      (fun j _ => sq_nonneg ‖A i j‖)).1 h1 j (Finset.mem_univ j)
    simpa using h2
  · rintro rfl
    simp [frobSq]

/-- In a basis of `n` states the squared canonical defect is `n ħ²` plus the squared
Frobenius norm of the commutator. -/
theorem frobSq_defect (ħ : ℝ) (X P : Matrix n n ℂ) :
    frobSq (defect ħ X P) = Fintype.card n * ħ ^ 2 + frobSq (comm X P) := by
  rw [defect, frobSq_sub_smul_one, trace_comm]
  simp
  ring

/-- The squared canonical defect is at least `n ħ²`, with equality exactly when
`X` and `P` commute. -/
theorem defect_bound (ħ : ℝ) (X P : Matrix n n ℂ) :
    Fintype.card n * ħ ^ 2 ≤ frobSq (defect ħ X P) ∧
      (frobSq (defect ħ X P) = Fintype.card n * ħ ^ 2 ↔ Commute X P) := by
  rw [frobSq_defect]
  constructor
  · have : 0 ≤ frobSq (comm X P) :=
      Finset.sum_nonneg fun i _ => Finset.sum_nonneg fun j _ => sq_nonneg _
    linarith
  · rw [add_eq_left, frobSq_eq_zero, comm, sub_eq_zero]
    exact Iff.rfl

/-- Some basis state has a diagonal element of the canonical defect of modulus
at least `|ħ|`. -/
theorem exists_state_defect [Nonempty n] (ħ : ℝ) (X P : Matrix n n ℂ) :
    ∃ k, |ħ| ≤ ‖defect ħ X P k k‖ := by
  by_contra h
  have h' : ∀ k, ‖defect ħ X P k k‖ < |ħ| := fun k => lt_of_not_ge fun hk => h ⟨k, hk⟩
  -- the diagonal elements add up to `-iħ n`
  have ht : ‖∑ k, defect ħ X P k k‖ = Fintype.card n * |ħ| := by
    have : ∑ k, defect ħ X P k k = -((Complex.I * (ħ : ℂ)) * (Fintype.card n : ℂ)) := by
      change (defect ħ X P).trace = _
      rw [defect, Matrix.trace_sub, trace_comm, Matrix.trace_smul, Matrix.trace_one,
        smul_eq_mul, zero_sub]
    rw [this]
    simp [mul_comm]
  have h1 := norm_sum_le Finset.univ (fun k => defect ħ X P k k)
  have h2 := Finset.sum_lt_sum_of_nonempty (Finset.univ_nonempty (α := n))
    (fun k _ => h' k)
  rw [Finset.sum_const, Finset.card_univ, nsmul_eq_mul] at h2
  linarith

/-- The lowering matrix of the harmonic oscillator restricted to levels `0, …, m`. -/
def lower (m : ℕ) : Matrix (Fin (m + 1)) (Fin (m + 1)) ℂ :=
  fun i j => if (i : ℕ) + 1 = (j : ℕ) then ((√((j : ℕ) : ℝ) : ℝ) : ℂ) else 0

/-- The truncated oscillator position, in units where `ħ`, mass and frequency are one. -/
def oscX (m : ℕ) : Matrix (Fin (m + 1)) (Fin (m + 1)) ℂ :=
  ((√(1 / 2) : ℝ) : ℂ) • (lower m + (lower m)ᴴ)

/-- The truncated oscillator momentum, in the same units. -/
def oscP (m : ℕ) : Matrix (Fin (m + 1)) (Fin (m + 1)) ℂ :=
  (-(Complex.I * ((√(1 / 2) : ℝ) : ℂ))) • (lower m - (lower m)ᴴ)

/-- The truncated position and momentum matrices are Hermitian. -/
theorem osc_isHermitian (m : ℕ) : (oscX m).IsHermitian ∧ (oscP m).IsHermitian := by
  have h1 (r : ℝ) : star (r : ℂ) = r := Complex.conj_ofReal r
  have h2 (r : ℝ) : star (-(Complex.I * (r : ℂ))) = Complex.I * r := by simp
  constructor
  · rw [Matrix.IsHermitian, oscX, conjTranspose_smul, h1, conjTranspose_add,
      conjTranspose_conjTranspose, add_comm (lower m)ᴴ (lower m)]
  · rw [Matrix.IsHermitian, oscP, conjTranspose_smul, h2, conjTranspose_sub,
      conjTranspose_conjTranspose]
    module

/-- The two orderings of the truncated ladder matrices are diagonal: lowering first gives
the level number, raising first gives the level number plus one, except zero at the top. -/
theorem ladder_products (m : ℕ) :
    (lower m)ᴴ * lower m = diagonal (fun i : Fin (m + 1) => ((i : ℕ) : ℂ)) ∧
    lower m * (lower m)ᴴ =
      diagonal (fun i : Fin (m + 1) =>
        if i = Fin.last m then 0 else ((i : ℕ) : ℂ) + 1) := by
  have hst (i j : Fin (m + 1)) : star (lower m i j) = lower m i j := by
    unfold lower
    split_ifs
    · exact Complex.conj_ofReal _
    · exact star_zero _
  have hne (i j : Fin (m + 1)) (h : (i : ℕ) + 1 ≠ j) : lower m i j = 0 := if_neg h
  have hsq (i j : Fin (m + 1)) (h : (i : ℕ) + 1 = j) :
      lower m i j * lower m i j = ((i : ℕ) : ℂ) + 1 := by
    rw [lower, if_pos h, ← Complex.ofReal_mul, Real.mul_self_sqrt (Nat.cast_nonneg _), ← h]
    simp
  constructor
  · ext i j
    simp only [Matrix.mul_apply, conjTranspose_apply, hst]
    by_cases hij : i = j
    · subst hij
      rw [diagonal_apply_eq]
      by_cases h0 : (i : ℕ) = 0
      · rw [h0, Nat.cast_zero]
        exact Finset.sum_eq_zero fun k _ => by rw [hne k i (by omega), zero_mul]
      · -- only the level just below contributes
        have hi := i.isLt
        let p : Fin (m + 1) := ⟨(i : ℕ) - 1, by omega⟩
        have hp : (p : ℕ) + 1 = i := by change (i : ℕ) - 1 + 1 = i; omega
        rw [Finset.sum_eq_single p, hsq p i hp, ← hp]
        · simp
        · intro k _ hk
          rw [hne k i (fun e => hk (Fin.ext (by omega))), zero_mul]
        · exact fun h => absurd (Finset.mem_univ p) h
    · rw [diagonal_apply_ne _ hij]
      refine Finset.sum_eq_zero fun k _ => ?_
      by_cases h : (k : ℕ) + 1 = i
      · rw [hne k j (fun e => hij (Fin.ext (by omega))), mul_zero]
      · rw [hne k i h, zero_mul]
  · ext i j
    simp only [Matrix.mul_apply, conjTranspose_apply, hst]
    by_cases hij : i = j
    · subst hij
      rw [diagonal_apply_eq]
      by_cases hl : i = Fin.last m
      · rw [if_pos hl]
        have hi : (i : ℕ) = m := by rw [hl]; rfl
        refine Finset.sum_eq_zero fun k _ => ?_
        have hk := k.isLt
        rw [hne i k (by omega), zero_mul]
      · -- only the level just above contributes
        have hi := i.isLt
        have hm : (i : ℕ) ≠ m := fun e => hl (Fin.ext e)
        let p : Fin (m + 1) := ⟨(i : ℕ) + 1, by omega⟩
        rw [if_neg hl, Finset.sum_eq_single p, hsq i p rfl]
        · intro k _ hk
          rw [hne i k (fun e => hk (Fin.ext e.symm)), zero_mul]
        · exact fun h => absurd (Finset.mem_univ p) h
    · rw [diagonal_apply_ne _ hij]
      refine Finset.sum_eq_zero fun k _ => ?_
      by_cases h : (i : ℕ) + 1 = k
      · rw [hne j k (fun e => hij (Fin.ext (by omega))), mul_zero]
      · rw [hne i k h, zero_mul]

/-- For the truncated oscillator the canonical defect has a single nonzero element,
`-i(m+1)`, on the diagonal at the highest retained level. -/
theorem osc_defect (m : ℕ) : defect 1 (oscX m) (oscP m) =
    diagonal (fun i => if i = Fin.last m then -(Complex.I * ((m : ℂ) + 1)) else 0) := by
  have hs : ((√(1 / 2) : ℝ) : ℂ) * ((√(1 / 2) : ℝ) : ℂ) = 1 / 2 := by
    rw [← Complex.ofReal_mul, Real.mul_self_sqrt (by norm_num)]
    norm_num
  -- the commutator of position and momentum is `i` times that of the ladder matrices
  have hc : comm (oscX m) (oscP m) =
      Complex.I • (lower m * (lower m)ᴴ - (lower m)ᴴ * lower m) := by
    unfold comm oscX oscP
    generalize (lower m)ᴴ = b
    generalize lower m = a
    generalize ((√(1 / 2) : ℝ) : ℂ) = s at hs ⊢
    have e : (a + b) * (a - b) - (a - b) * (a + b) =
        -((a * b - b * a) + (a * b - b * a)) := by noncomm_ring
    have ht : s * -(Complex.I * s) = -(Complex.I / 2) := by
      linear_combination (-Complex.I) * hs
    rw [smul_mul_smul_comm, smul_mul_smul_comm, mul_comm (-(Complex.I * s)) s,
      ← smul_sub, e, ht]
    module
  rw [defect, hc, (ladder_products m).1, (ladder_products m).2]
  ext i j
  by_cases hij : i = j
  · subst hij
    by_cases hl : i = Fin.last m
    · subst hl
      simp
      ring
    · simp [hl]
  · simp [hij]

/-- The squared canonical defect of the oscillator truncated to `m+1` levels
is `(m+1)²`. -/
theorem frobSq_osc_defect (m : ℕ) :
    frobSq (defect 1 (oscX m) (oscP m)) = ((m : ℝ) + 1) ^ 2 := by
  have hn : ‖-(Complex.I * ((m : ℂ) + 1))‖ ^ 2 = ((m : ℝ) + 1) ^ 2 := by
    rw [Complex.sq_norm, Complex.normSq_apply]
    simp
    ring
  rw [osc_defect, frobSq, Finset.sum_eq_single (Fin.last m),
    Finset.sum_eq_single (Fin.last m), diagonal_apply_eq, if_pos rfl, hn]
  · intro j _ hj
    rw [diagonal_apply_ne _ hj.symm]
    simp
  · exact fun h => absurd (Finset.mem_univ _) h
  · intro i _ hi
    refine Finset.sum_eq_zero fun j _ => ?_
    rw [diagonal_apply, if_neg hi]
    simp
  · exact fun h => absurd (Finset.mem_univ _) h

end

end FiniteBasisCanonicalDefect
```

```lean
#print axioms FiniteBasisCanonicalDefect.frobSq_defect
#print axioms FiniteBasisCanonicalDefect.defect_bound
#print axioms FiniteBasisCanonicalDefect.osc_isHermitian
#print axioms FiniteBasisCanonicalDefect.frobSq_osc_defect
```

```
'FiniteBasisCanonicalDefect.frobSq_defect' depends on axioms: [propext, Classical.choice, Quot.sound]
'FiniteBasisCanonicalDefect.defect_bound' depends on axioms: [propext, Classical.choice, Quot.sound]
'FiniteBasisCanonicalDefect.osc_isHermitian' depends on axioms: [propext, Classical.choice, Quot.sound]
'FiniteBasisCanonicalDefect.frobSq_osc_defect' depends on axioms: [propext, Classical.choice, Quot.sound]
```

## How the proof follows the algebra

`frobSq_sub_smul_one` is the expansion for general $C$ and $c$. Inside it, `hz` is the formula for $|z-c|^2$, `hp` applies it element by element with a correction only when `i = j`, and `ht` collects the diagonal terms into the trace. `trace_comm` uses the cyclic property of the trace, and `frobSq_defect` combines the two.

For the equality case, `frobSq_eq_zero` applies twice the fact that a sum of non-negative terms vanishes only if each term does, first over rows and then within a row. `defect_bound` cancels $n\hbar^2$ and is left with $XP-PX=0$.

`exists_state_defect` argues by contradiction. If every diagonal modulus were below $|\hbar|$, their sum would be below $n|\hbar|$, while the triangle inequality and the trace put it at or above that value.

In `ladder_products`, `hne` and `hsq` record which elements of $a$ vanish and what the others square to. `Finset.sum_eq_single` then picks the one neighbouring level that contributes to a diagonal element; there is none at the bottom level for $a^\dagger a$ and none at the top level for $aa^\dagger$.

`osc_defect` first proves $[X,P]=i[a,a^\dagger]$ in `hc`, where `noncomm_ring` expands the products without exchanging factors. It then inserts the two diagonal matrices and compares elements. `frobSq_osc_defect` reduces the double sum to the one surviving element and squares its modulus.
